# Sign sets exact to third order over N independent centred modes need at least 2N configurations

Displace every one of $N$ vibrational modes by plus or minus one unit, in $M\ge 1$ equally weighted configurations. If these reproduce every existing average of a polynomial of total degree at most 3 over independent centred modes, then $M\ge 2N$. For unit Gaussian modes, the rows of an $N\times N$ Hadamard matrix together with their negatives attain the bound, whenever such a matrix exists.

## Thermal averages from a few displaced geometries

In a harmonic crystal, the thermal average of an electronic quantity such as a band gap runs over Gaussian normal-mode displacements $u_v=\sigma_v x_v$, where $\sigma_v$ is the root-mean-square amplitude of mode $v$. The $x_v$ are then independent, with mean zero and unit variance. Special displacements replace this average by a few supercell calculations at chosen signs $x_v=\pm1$. For finitely many modes, the bound limits how few can be exact for every observable that is a polynomial of degree at most 3 in the displacements; a particular observable may need fewer. The step from a real observable to its cubic truncation remains an approximation.

For two modes, one computes the gap at $(u_1,u_2)=\pm(\sigma_1,\sigma_2)$ and $\pm(\sigma_1,-\sigma_2)$ and takes the mean of the four values. In an expansion to third order, the linear, mixed quadratic and cubic terms cancel. The reference gap and the coefficients of $x_1^2$ and $x_2^2$ remain, as in the Gaussian average.

## The bound as a statement about `s`

The finite type `n` labels the modes (it is not their number), `κ` labels the configurations, and `s k v` is the coordinate $s_{kv}$. `IsSignSet s` says that all coordinates are $\pm1$. `ReproducesCubic μ s` says that, for each polynomial of degree at most 3 with an integrable value, the sum over configurations is $M$ times its average over `μ`.

In `two_mul_modes_le`, `Measure.pi ρ` expresses independence, while `hint` and `hmean` say that each mean exists and is zero. The laws may differ between modes. Unit variance is not assumed separately, but the other hypotheses force it wherever the variance is finite: every $s_{kv}^2$ is 1, so the average of $x_v^2$ can be reproduced only if it is 1.

`antithetic_hadamard_optimal` concerns `harmonicLaw`, the unit Gaussian law. Its `H` is a Hadamard matrix, not a Hamiltonian: its entries are $\pm1$ and $H^TH=N\,1$, so $H/\sqrt N$ is orthogonal. The existence of `H` is assumed; `two_modes_witness` supplies the case $N=2$.

## Counting orthogonal sample vectors

For one, two or three distinct modes forming a set $t$, independence gives
$$\Big\langle\prod_{i\in t}x_i\Big\rangle=\prod_{i\in t}\langle x_i\rangle=0,\qquad\text{so}\qquad \sum_k\prod_{i\in t}s_{ki}=0.$$
Since $s_{ki}^2=1$, a repeated mode drops out of a triple product and leaves a single sign. Hence, for all $i,j,l$,
$$\sum_k s_{ki}s_{kj}=M\delta_{ij},\qquad \sum_k s_{ki}s_{kj}s_{kl}=0.$$

For $N=0$ the bound is trivial. Otherwise fix a mode $o$ and define vectors in $\mathbb R^M$ by $(a_i)_k=s_{ki}$ and $(b_i)_k=s_{ko}s_{ki}$. Then
$$a_i\cdot a_j=M\delta_{ij},\qquad b_i\cdot b_j=\sum_k s_{ko}^2s_{ki}s_{kj}=M\delta_{ij},\qquad a_i\cdot b_j=\sum_k s_{ki}s_{ko}s_{kj}=0.$$
Divided by $\sqrt M$, these $2N$ vectors are orthonormal. They are therefore linearly independent, and $2N\le M$.

## Why the Hadamard set attains it

Take a monomial $\prod_v x_v^{d_v}$ with $D=\sum_v d_v\le3$. The Gaussian moments of orders 0 to 3 are $1,0,1,0$, so its average is 1 if all $d_v$ are even and 0 otherwise. The $2N$ configurations give the same:

- If all $d_v$ are even, every term is 1.
- If $D$ is odd, each row cancels against its negative.
- If $D$ is even but some $d_v$ is odd, the monomial is $x_ix_j$ with $i\ne j$, and its mean is $N^{-1}\sum_r H_{ri}H_{rj}=0$.

Linearity extends this to all polynomials of degree at most 3.

## Three modes without the triple product

Suppose products of three distinct modes need not be reproduced. For $N=3$, the four configurations $(1,1,1)$, $(1,-1,-1)$, $(-1,1,-1)$, $(-1,-1,1)$ then meet all other unit Gaussian conditions up to degree 3, although $4<6$. Only $x_1x_2x_3$ fails: its mean is 1 instead of 0.

## The Lean file and its proof

```lean
import Mathlib

open MeasureTheory ProbabilityTheory MvPolynomial
open scoped Matrix

namespace SpecialDisplacementBound

variable {n κ : Type*} [Fintype n] [DecidableEq n] [Fintype κ]

/-- Every mode coordinate of every configuration is `+1` or `-1`. -/
def IsSignSet (s : κ → n → ℝ) : Prop := ∀ k v, s k v = 1 ∨ s k v = -1

/-- The equally weighted configurations `s` reproduce the average over `μ` of every polynomial
of total degree at most 3 for which that average exists. -/
def ReproducesCubic (μ : Measure (n → ℝ)) (s : κ → n → ℝ) : Prop :=
  ∀ p : MvPolynomial n ℝ, p.totalDegree ≤ 3 → Integrable (fun x => eval x p) μ →
    ∑ k, eval (s k) p = (Fintype.card κ : ℝ) * ∫ x, eval x p ∂μ

/-- Independent Gaussian mode coordinates with mean zero and unit variance. -/
noncomputable def harmonicLaw (n : Type*) [Fintype n] : Measure (n → ℝ) :=
  Measure.pi fun _ => gaussianReal 0 1

/-- The antithetic set made of the rows of `H` and their negatives. -/
def antithetic (H : Matrix n n ℝ) : n ⊕ n → n → ℝ :=
  Sum.elim (fun r v => H r v) (fun r v => -H r v)

/-- Mutually orthogonal sample vectors of equal nonzero squared norm are at most as many
as the configurations. -/
theorem card_le_of_orthogonal {α : Type*} [Fintype α] [DecidableEq α] (f : α → κ → ℝ)
    (c : ℝ) (hc : c ≠ 0) (h : ∀ a b, ∑ k, f a k * f b k = if a = b then c else 0) :
    Fintype.card α ≤ Fintype.card κ := by
  have hli : LinearIndependent ℝ f := by
    rw [Fintype.linearIndependent_iff]
    intro g hg b
    -- project the vanishing combination on the vector `f b`
    have h0 : ∑ k, (∑ a, g a * f a k) * f b k = 0 := by
      refine Finset.sum_eq_zero fun k _ => ?_
      have hk := congrFun hg k
      simp only [Finset.sum_apply, Pi.smul_apply, smul_eq_mul, Pi.zero_apply] at hk
      rw [hk, zero_mul]
    have h1 : ∑ k, (∑ a, g a * f a k) * f b k = g b * c := by
      simp_rw [Finset.sum_mul]
      rw [Finset.sum_comm]
      simp_rw [mul_assoc, ← Finset.mul_sum, h]
      simp
    exact (mul_eq_zero.mp (h1.symm.trans h0)).resolve_right hc
  simpa using hli.fintype_card_le_finrank

/-- For independent centred modes, a set that reproduces the cubic averages has zero sum for
each product of one, two or three distinct mode coordinates. -/
theorem sum_prod_eq_zero (ρ : n → Measure ℝ) [∀ v, IsProbabilityMeasure (ρ v)]
    (hint : ∀ v, Integrable (fun y : ℝ => y) (ρ v)) (hmean : ∀ v, ∫ y, y ∂(ρ v) = 0)
    (s : κ → n → ℝ) (h : ReproducesCubic (Measure.pi ρ) s)
    (t : Finset n) (ht : t.Nonempty) (hc : t.card ≤ 3) :
    ∑ k, ∏ i ∈ t, s k i = 0 := by
  have he : ∀ x : n → ℝ, eval x (∏ i ∈ t, (X i : MvPolynomial n ℝ)) =
      ∏ v, (if v ∈ t then x v else 1) := by
    intro x
    simp [map_prod, Finset.prod_ite_mem]
  have hdeg : (∏ i ∈ t, (X i : MvPolynomial n ℝ)).totalDegree ≤ 3 :=
    (MvPolynomial.totalDegree_finsetProd _ _).trans (by simpa [totalDegree_X] using hc)
  have hi : Integrable (fun x => eval x (∏ i ∈ t, (X i : MvPolynomial n ℝ)))
      (Measure.pi ρ) := by
    simp only [he]
    exact Integrable.fintype_prod (f := fun (v : n) (y : ℝ) => if v ∈ t then y else (1 : ℝ))
      (fun v => by by_cases hv : v ∈ t <;> simp [hv, hint v])
  -- independence factorises the average, and one factor is a vanishing mean
  have hI : ∫ x, ∏ v, (if v ∈ t then x v else (1 : ℝ)) ∂(Measure.pi ρ) =
      ∏ v, ∫ y, (if v ∈ t then y else (1 : ℝ)) ∂(ρ v) :=
    integral_fintype_prod_eq_prod (f := fun (v : n) (y : ℝ) => if v ∈ t then y else (1 : ℝ))
  obtain ⟨i, hit⟩ := ht
  have hz : ∏ v, ∫ y, (if v ∈ t then y else (1 : ℝ)) ∂(ρ v) = 0 :=
    Finset.prod_eq_zero (Finset.mem_univ i) (by simp [hit, hmean i])
  have hs := h _ hdeg hi
  simp only [he] at hs
  rw [hI, hz, mul_zero] at hs
  simpa [Finset.prod_ite_mem] using hs

/-- A nonempty sign set that reproduces all existing averages of degree at most 3 over
independent centred modes has at least twice as many configurations as there are modes. -/
theorem two_mul_modes_le [Nonempty κ] (ρ : n → Measure ℝ) [∀ v, IsProbabilityMeasure (ρ v)]
    (hint : ∀ v, Integrable (fun y : ℝ => y) (ρ v)) (hmean : ∀ v, ∫ y, y ∂(ρ v) = 0)
    (s : κ → n → ℝ) (hs : IsSignSet s) (h : ReproducesCubic (Measure.pi ρ) s) :
    2 * Fintype.card n ≤ Fintype.card κ := by
  rcases isEmpty_or_nonempty n with hn | ⟨⟨o⟩⟩
  · simp
  have hm := sum_prod_eq_zero ρ hint hmean s h
  have hsq : ∀ k v, s k v * s k v = 1 := fun k v => by
    rcases hs k v with e | e <;> rw [e] <;> norm_num
  have h1 : ∀ i, ∑ k, s k i = 0 := fun i => by
    simpa using hm {i} (by simp) (by simp)
  have h2 : ∀ i j, ∑ k, s k i * s k j = if i = j then (Fintype.card κ : ℝ) else 0 := by
    intro i j
    by_cases hij : i = j
    · subst hij
      simp [hsq]
    · rw [if_neg hij]
      simpa [Finset.prod_pair hij] using hm {i, j} (by simp) (Finset.card_le_two.trans (by simp))
  -- a repeated sign squares to one, so every cubic product has zero sum
  have h3 : ∀ i j l, ∑ k, s k i * (s k j * s k l) = 0 := by
    intro i j l
    by_cases hij : i = j
    · subst hij
      rw [← h1 l]
      exact Finset.sum_congr rfl fun k _ => by linear_combination s k l * hsq k i
    by_cases hil : i = l
    · subst hil
      rw [← h1 j]
      exact Finset.sum_congr rfl fun k _ => by linear_combination s k j * hsq k i
    by_cases hjl : j = l
    · subst hjl
      rw [← h1 i]
      exact Finset.sum_congr rfl fun k _ => by linear_combination s k i * hsq k j
    have ht := hm {i, j, l} (by simp) Finset.card_le_three
    rw [← ht]
    refine Finset.sum_congr rfl fun k _ => ?_
    rw [Finset.prod_insert (by simp [hij, hil]), Finset.prod_pair hjl]
  -- the vectors `s_i` and `s_o s_i` are mutually orthogonal
  have hcard := card_le_of_orthogonal
    (Sum.elim (fun i k => s k i) (fun i k => s k o * s k i) : n ⊕ n → κ → ℝ)
    (Fintype.card κ : ℝ) (by exact_mod_cast Fintype.card_ne_zero) (by
      rintro (i | i) (j | j)
      · simpa using h2 i j
      · simpa using h3 i o j
      · simpa [mul_comm] using h3 j o i
      · simp only [Sum.elim_inr, Sum.inr.injEq]
        rw [← h2 i j]
        exact Finset.sum_congr rfl fun k _ => by
          linear_combination s k i * s k j * hsq k o)
  rw [Fintype.card_sum] at hcard
  omega

/-- Powers up to the third of a unit Gaussian coordinate have finite averages. -/
theorem gaussian_integrable_pow (a : ℕ) (ha : a ≤ 3) :
    Integrable (fun x : ℝ => x ^ a) (gaussianReal 0 1) := by
  have h' : MemLp (id : ℝ → ℝ) ((3 : ℕ) : ENNReal) (gaussianReal 0 1) := by
    exact_mod_cast memLp_id_gaussianReal (μ := 0) (v := 1) (3 : NNReal)
  have h3 : Integrable (fun x : ℝ => ‖x‖ ^ 3) (gaussianReal 0 1) :=
    h'.integrable_norm_pow (by norm_num)
  refine Integrable.mono' ((integrable_const (1 : ℝ)).add h3)
    (continuous_pow a).aestronglyMeasurable (ae_of_all _ fun x => ?_)
  change ‖x ^ a‖ ≤ 1 + ‖x‖ ^ 3
  rw [norm_pow]
  have h0 : 0 ≤ ‖x‖ ^ 3 := by positivity
  rcases le_total ‖x‖ 1 with hx | hx
  · linarith [pow_le_one₀ (n := a) (norm_nonneg x) hx]
  · linarith [pow_le_pow_right₀ hx ha]

/-- Up to third order, the even moments of a unit Gaussian coordinate are one and the odd
moments vanish. -/
theorem gaussian_moment (a : ℕ) (ha : a ≤ 3) :
    ∫ x, x ^ a ∂(gaussianReal 0 1) = if Even a then 1 else 0 := by
  by_cases he : Even a
  · rw [if_pos he]
    obtain ⟨m, hm⟩ := he
    have h02 : a = 0 ∨ a = 2 := by omega
    rcases h02 with rfl | rfl
    · simp
    · have h := variance_fun_id_gaussianReal (μ := 0) (v := 1)
      rw [variance_eq_integral (by fun_prop)] at h
      simpa [integral_id_gaussianReal] using h
  · rw [if_neg he]
    -- reflection symmetry of the Gaussian
    have hg : (gaussianReal 0 1).map (fun x : ℝ => -x) = gaussianReal 0 1 := by
      rw [gaussianReal_map_neg, neg_zero]
    have e := integral_map (μ := gaussianReal 0 1) (φ := fun x : ℝ => -x)
      (by fun_prop) (f := fun x : ℝ => x ^ a) (continuous_pow a).aestronglyMeasurable
    rw [hg] at e
    simp only [(Nat.not_even_iff_odd.mp he).neg_pow, integral_neg] at e
    linarith

/-- For a sign matrix with orthogonal columns, the antithetic sum of a monomial of degree at
most 3 is the number of configurations if all exponents are even, and zero otherwise. -/
theorem antithetic_monomial (H : Matrix n n ℝ) (hs : ∀ r v, H r v = 1 ∨ H r v = -1)
    (hH : Hᵀ * H = (Fintype.card n : ℝ) • 1) (d : n → ℕ) (hd : ∑ v, d v ≤ 3) :
    ∑ k, ∏ v, antithetic H k v ^ d v =
      (Fintype.card (n ⊕ n) : ℝ) * ∏ v, (if Even (d v) then (1 : ℝ) else 0) := by
  by_cases hall : ∀ v, Even (d v)
  · have h1 : ∀ k v, antithetic H k v ^ d v = 1 := by
      rintro (r | r) v <;> rcases hs r v with e | e <;>
        simp [antithetic, e, (hall v).neg_one_pow]
    simp [h1, hall]
  push Not at hall
  obtain ⟨i, hi⟩ := hall
  rw [Finset.prod_eq_zero (Finset.mem_univ i) (if_neg hi), mul_zero, Fintype.sum_sum_type]
  have hneg : ∀ r, ∏ v, (-H r v) ^ d v = (-1) ^ (∑ v, d v) * ∏ v, H r v ^ d v := by
    intro r
    rw [← Finset.prod_pow_eq_pow_sum, ← Finset.prod_mul_distrib]
    exact Finset.prod_congr rfl fun v _ => neg_pow _ _
  simp only [antithetic, Sum.elim_inl, Sum.elim_inr, hneg, ← Finset.mul_sum]
  by_cases hD : Even (∑ v, d v)
  · -- an even monomial with an odd exponent is a product of two distinct modes
    have hj : ∃ j, j ≠ i ∧ d j ≠ 0 := by
      by_contra hno
      push Not at hno
      rw [Fintype.sum_eq_single i hno] at hD
      exact hi hD
    obtain ⟨j, hji, hj0⟩ := hj
    have hpair : d i + d j ≤ ∑ v, d v := by
      rw [← Finset.sum_pair hji.symm]
      exact Finset.sum_le_sum_of_subset (Finset.subset_univ _)
    obtain ⟨m, hm⟩ := hD
    obtain ⟨q, hq⟩ := Nat.not_even_iff_odd.mp hi
    have hdi : d i = 1 := by omega
    have hdj : d j = 1 := by omega
    have hrest : ∀ l, l ≠ i ∧ l ≠ j → d l = 0 := by
      rintro l ⟨hli, hlj⟩
      have h3 : d l + (d i + d j) ≤ ∑ v, d v := by
        rw [← Finset.sum_pair hji.symm, ← Finset.sum_insert (by simp [hli, hlj])]
        exact Finset.sum_le_sum_of_subset (Finset.subset_univ _)
      omega
    have hp : ∀ r, ∏ v, H r v ^ d v = H r i * H r j := by
      intro r
      rw [Fintype.prod_eq_mul i j hji.symm (fun l hl => by rw [hrest l hl, pow_zero]),
        hdi, hdj, pow_one, pow_one]
    have ho : ∑ r, H r i * H r j = 0 := by
      have e := congrFun (congrFun hH i) j
      simpa [Matrix.mul_apply, Matrix.one_apply, hji.symm] using e
    simp [hp, ho]
  · rw [(Nat.not_even_iff_odd.mp hD).neg_one_pow]
    ring

/-- The rows of a Hadamard matrix and their negatives reproduce every unit Gaussian average
of total degree at most 3. -/
theorem antithetic_reproduces (H : Matrix n n ℝ) (hs : ∀ r v, H r v = 1 ∨ H r v = -1)
    (hH : Hᵀ * H = (Fintype.card n : ℝ) • 1) :
    ReproducesCubic (harmonicLaw n) (antithetic H) := by
  intro p hp _
  have hdeg : ∀ d ∈ p.support, ∑ v, d v ≤ 3 := fun d hd => by
    have h := (le_totalDegree hd).trans hp
    rwa [Finsupp.sum_fintype _ _ (fun _ => rfl)] at h
  have hle : ∀ d ∈ p.support, ∀ v, d v ≤ 3 := fun d hd v =>
    (Finset.single_le_sum (f := fun v => d v) (fun _ _ => Nat.zero_le _)
      (Finset.mem_univ v)).trans (hdeg d hd)
  simp only [eval_eq', harmonicLaw]
  -- compare the two averages monomial by monomial
  rw [Finset.sum_comm, MeasureTheory.integral_finsetSum _ (fun d hd =>
    (Integrable.fintype_prod (f := fun (v : n) (y : ℝ) => y ^ d v)
      (fun v => gaussian_integrable_pow _ (hle d hd v))).const_mul _), Finset.mul_sum]
  refine Finset.sum_congr rfl fun d hd => ?_
  have hI : ∫ x : n → ℝ, ∏ v, x v ^ d v ∂(Measure.pi fun _ => gaussianReal 0 1) =
      ∏ v, ∫ y, y ^ d v ∂(gaussianReal 0 1) :=
    integral_fintype_prod_eq_prod (f := fun (v : n) (y : ℝ) => y ^ d v)
  rw [← Finset.mul_sum, integral_const_mul, hI, antithetic_monomial H hs hH d (hdeg d hd),
    Finset.prod_congr rfl fun v _ => gaussian_moment (d v) (hle d hd v)]
  ring

/-- An antithetic Hadamard set reproduces the unit Gaussian averages up to degree 3, and no
nonempty sign set that does so has fewer configurations. -/
theorem antithetic_hadamard_optimal (H : Matrix n n ℝ)
    (hs : ∀ r v, H r v = 1 ∨ H r v = -1) (hH : Hᵀ * H = (Fintype.card n : ℝ) • 1) :
    IsSignSet (antithetic H) ∧ ReproducesCubic (harmonicLaw n) (antithetic H) ∧
      ∀ M : ℕ, 0 < M → ∀ s : Fin M → n → ℝ, IsSignSet s →
        ReproducesCubic (harmonicLaw n) s → Fintype.card (n ⊕ n) ≤ M := by
  refine ⟨?_, antithetic_reproduces H hs hH, fun M hM s hsign h => ?_⟩
  · rintro (r | r) v <;> rcases hs r v with e | e <;> simp [antithetic, e]
  · have : Nonempty (Fin M) := ⟨⟨0, hM⟩⟩
    have hb := two_mul_modes_le (fun _ : n => gaussianReal 0 1)
      (fun _ => by simpa using gaussian_integrable_pow 1 (by norm_num))
      (fun _ => integral_id_gaussianReal) s hsign h
    rw [Fintype.card_fin] at hb
    rw [Fintype.card_sum]
    omega

/-- For two modes, the four configurations `±(1, 1)` and `±(1, -1)` reproduce all unit
Gaussian averages of total degree at most 3. -/
theorem two_modes_witness :
    ReproducesCubic (harmonicLaw (Fin 2)) (antithetic !![1, 1; 1, -1]) := by
  apply antithetic_reproduces
  · intro r v
    fin_cases r <;> fin_cases v <;> simp
  · ext i j
    fin_cases i <;> fin_cases j <;>
      simp [Matrix.mul_apply, Fin.sum_univ_succ] <;> norm_num

end SpecialDisplacementBound
```

```lean
#print axioms SpecialDisplacementBound.two_mul_modes_le
#print axioms SpecialDisplacementBound.antithetic_hadamard_optimal
```

```
'SpecialDisplacementBound.two_mul_modes_le' depends on axioms: [propext, Classical.choice, Quot.sound]
'SpecialDisplacementBound.antithetic_hadamard_optimal' depends on axioms: [propext, Classical.choice, Quot.sound]
```

`sum_prod_eq_zero` factorises the integral with `integral_fintype_prod_eq_prod` and finds a vanishing mean among the factors. In `two_mul_modes_le`, `h2` and `h3` are the two sign sums above; `linear_combination` with `hsq` removes repeated signs. The vectors $a_i$ and $b_i$ are joined by `Sum.elim` and passed to `card_le_of_orthogonal`, which projects a vanishing combination onto each vector to show that its coefficient is zero.

For attainment, `gaussian_integrable_pow` bounds $|x|^a$ by $1+|x|^3$, and `gaussian_moment` uses the variance and reflection symmetry. `antithetic_monomial` treats the same three cases, with `omega` forcing both exponents to be 1 when the degree is even but some exponent is odd. `antithetic_reproduces` sums over monomials, and `antithetic_hadamard_optimal` combines this with the lower bound.
